# Squared sound speed of a finite-range harmonic chain as a second moment of its force constants

The dynamical matrix is defined here as a complex Fourier sum, not as a cosine sum, so its reality has to be derived from the symmetry of the forces. The model is an infinite chain with one atom per cell, one displacement uₙ per atom, unit mass and unit lattice spacing. The real number Φ(R) couples atoms R cells apart, and the equation of motion is

üₙ = −∑ Φ(R) uₙ₊R.

Inserting uₙ = exp(i(qn − ωt)), with wave number q and frequency ω, gives ω² = D(q), where

D(q) = ∑ Φ(R) exp(iqR).

In Lean 4 with Mathlib:

```lean
import Mathlib

open Filter Topology

namespace LatticeSoundSpeed

noncomputable section

/-- The dynamical matrix `D(q) = ∑ Φ(R) exp(iqR)` of a chain with one atom per cell,
in units of the atomic mass and the lattice spacing. -/
def dynamicalMatrix (Φ : ℤ →₀ ℝ) (q : ℝ) : ℂ :=
  ∑ R ∈ Φ.support, (Φ R : ℂ) * Complex.exp (((q * R : ℝ) : ℂ) * Complex.I)
```

If Φ(−R) = Φ(R) and ∑ Φ(R) = 0, then

D(q)/q² → −(1/2) ∑ R² Φ(R) as q → 0.

In this one-dimensional harmonic model with finite range, and when the frequencies are real, the initial slope of the acoustic branch is the square root of this limit. It can therefore be computed from the force constants without a numerical derivative of the dispersion.

## Finite range of the forces

The type `ℤ →₀ ℝ` holds real functions on the integers that vanish outside a finite set, `Φ.support`. Physically, each atom interacts with finitely many others, though the chain itself is infinite. All sums over R below are finite, including the cosine sum and the second moment in `soundSpeedSq`. The name of that number is justified below for symmetric force constants with zero sum and real frequencies. For a chain pinned to a substrate by on-site springs the number is still defined, but it is not a squared sound speed.

```lean
/-- The cosine sum `∑ Φ(R) cos(qR)` of the force constants. -/
def cosineSum (Φ : ℤ →₀ ℝ) (q : ℝ) : ℝ :=
  ∑ R ∈ Φ.support, Φ R * Real.cos (q * R)

/-- The squared sound speed `-(1/2) ∑ R² Φ(R)`. -/
def soundSpeedSq (Φ : ℤ →₀ ℝ) : ℝ :=
  -(1 / 2) * ∑ R ∈ Φ.support, Φ R * (R : ℝ) ^ 2
```

An example is the chain with nearest-neighbour springs K. Its energy (K/2) ∑ (uₙ₊₁ − uₙ)² gives Φ(0) = 2K and Φ(±1) = −K.

```lean
/-- The force constants of a chain whose nearest neighbours are joined by springs `K`. -/
def springChain (K : ℝ) : ℤ →₀ ℝ :=
  Finsupp.single 0 (2 * K) + Finsupp.single 1 (-K) + Finsupp.single (-1) (-K)
```

By hand, finite range is what allows the limit q → 0 to be taken term by term. With forces of infinite range the second moment may diverge, and even when it converges the exchange of limit and sum needs an argument.

The next theorem connects the definition to the lattice. Since exp(iq(n + R)) = exp(iqR) exp(iqn), the force constants acting on a plane wave return that wave multiplied by D(q). The proof factors the exponential in each term. It needs neither symmetry nor a zero sum, and time does not appear in it.

```lean
/-- The force constants acting on a plane wave return the same wave multiplied by `D(q)`. -/
theorem planeWave_eigen (Φ : ℤ →₀ ℝ) (q : ℝ) (n : ℤ) :
    ∑ R ∈ Φ.support, (Φ R : ℂ) * Complex.exp (((q * (n + R) : ℝ) : ℂ) * Complex.I)
      = dynamicalMatrix Φ q * Complex.exp (((q * n : ℝ) : ℂ) * Complex.I) := by
  rw [dynamicalMatrix, Finset.sum_mul]
  refine Finset.sum_congr rfl fun R _ => ?_
  rw [mul_assoc, ← Complex.exp_add]
  congr 2
  push_cast
  ring
```

## Inversion symmetry, Φ(−R) = Φ(R)

The hypothesis `hs` says that the coupling to the right equals the coupling to the left. For one atom per cell and one displacement per atom, this follows when the forces come from a potential energy that is invariant under the lattice translation n → n + 1, because second derivatives commute. In the theorems below it is a hypothesis.

By hand, split the exponential:

D(q) = ∑ Φ(R) cos(qR) + i ∑ Φ(R) sin(qR).

Call the second sum S. Replacing R by −R gives

S = ∑ Φ(−R) sin(−qR) = −S,

so S = 0 and D(q) is the cosine sum. The proof makes the same replacement with `Finset.sum_equiv (Equiv.neg ℤ)`, and `linarith` concludes that S vanishes.

```lean
/-- For inversion-symmetric force constants the dynamical matrix is the real cosine sum. -/
theorem dynamicalMatrix_eq_cosineSum (Φ : ℤ →₀ ℝ) (hs : ∀ R, Φ (-R) = Φ R) (q : ℝ) :
    dynamicalMatrix Φ q = (cosineSum Φ q : ℂ) := by
  -- the sine part changes sign under R → -R
  have h : ∑ R ∈ Φ.support, Φ R * Real.sin (q * R)
      = ∑ R ∈ Φ.support, -(Φ R * Real.sin (q * R)) :=
    Finset.sum_equiv (Equiv.neg ℤ) (by intro R; simp [hs R]) (by intro R _; simp [hs R])
  rw [Finset.sum_neg_distrib] at h
  have h0 : ∑ R ∈ Φ.support, Φ R * Real.sin (q * R) = 0 := by linarith
  have hD : dynamicalMatrix Φ q = (cosineSum Φ q : ℂ)
      + ((∑ R ∈ Φ.support, Φ R * Real.sin (q * R) : ℝ) : ℂ) * Complex.I := by
    unfold dynamicalMatrix cosineSum
    push_cast
    rw [Finset.sum_mul, ← Finset.sum_add_distrib]
    refine Finset.sum_congr rfl fun R _ => ?_
    rw [Complex.exp_mul_I]
    ring
  rw [hD, h0]
  simp
```

Without the symmetry the limit can fail. Taking Φ(0) = 1 and Φ(1) = −1, with all other values zero, gives a zero sum but D(q) = 1 − exp(iq) ≈ −iq, so D(q)/q² diverges. This is a mathematical counter-example: such one-sided forces do not come from a potential energy.

## Zero sum, ∑ Φ(R) = 0

The hypothesis `h0` is the acoustic sum rule: displacing every atom by the same amount produces no force. By hand it enters after the half-angle formula cos x = 1 − 2 sin²(x/2), which gives

D(q) = ∑ Φ(R) − 2 ∑ Φ(R) sin²(qR/2).

The first sum vanishes. The two lemmas below follow this calculation.

```lean
/-- The half-angle formula `cos x = 1 - 2 sin²(x/2)`. -/
theorem cos_half_angle (x : ℝ) : Real.cos x = 1 - 2 * Real.sin (x / 2) ^ 2 := by
  have h := Real.cos_two_mul (x / 2)
  rw [show 2 * (x / 2) = x by ring] at h
  linarith [Real.sin_sq_add_cos_sq (x / 2)]

/-- If the force constants sum to zero, the cosine sum equals `-2 ∑ Φ(R) sin²(qR/2)`. -/
theorem cosineSum_eq_sin_sq (Φ : ℤ →₀ ℝ) (h0 : ∑ R ∈ Φ.support, Φ R = 0) (q : ℝ) :
    cosineSum Φ q = -2 * ∑ R ∈ Φ.support, Φ R * Real.sin (q * R / 2) ^ 2 := by
  have h : cosineSum Φ q = ∑ R ∈ Φ.support, Φ R
      + -2 * ∑ R ∈ Φ.support, Φ R * Real.sin (q * R / 2) ^ 2 := by
    rw [cosineSum, Finset.mul_sum, ← Finset.sum_add_distrib]
    refine Finset.sum_congr rfl fun R _ => ?_
    rw [cos_half_angle (q * R)]
    ring
  rw [h, h0, zero_add]
```

Now divide by q²:

D(q)/q² = −2 ∑ Φ(R) (sin(qR/2)/q)².

Each quotient sin(qR/2)/q tends to R/2, the derivative of sin(qR/2) with respect to q at q = 0. `tendsto_sin_div` obtains the limit in this way, from the derivative written as a limit of slopes.

```lean
/-- As `q` tends to zero, `sin(qr/2)/q` tends to `r/2`. -/
theorem tendsto_sin_div (r : ℝ) :
    Tendsto (fun q : ℝ => Real.sin (q * r / 2) / q) (𝓝[≠] 0) (𝓝 (r / 2)) := by
  have h : HasDerivAt (fun q : ℝ => Real.sin (q * (r / 2))) (r / 2) 0 := by
    have h1 := ((hasDerivAt_id (0 : ℝ)).mul_const (r / 2)).sin
    simpa using h1
  refine (hasDerivAt_iff_tendsto_slope_zero.mp h).congr fun q => ?_
  simp only [zero_add, zero_mul, Real.sin_zero, sub_zero, smul_eq_mul]
  rw [show q * (r / 2) = q * r / 2 by ring]
  ring
```

Each term therefore tends to −2 Φ(R) R²/4 = −(1/2) R² Φ(R), and adding the terms gives the result. In the main theorem, `𝓝[≠] 0` means that q approaches zero through nonzero values of either sign. `tendsto_finsetSum` adds the termwise limits, and the real limit is then carried over to the complex-valued D.

```lean
/-- For inversion-symmetric force constants with zero sum, `D(q)/q²` tends to
`-(1/2) ∑ R² Φ(R)` as `q` tends to zero. -/
theorem dynamicalMatrix_div_sq_tendsto (Φ : ℤ →₀ ℝ) (hs : ∀ R, Φ (-R) = Φ R)
    (h0 : ∑ R ∈ Φ.support, Φ R = 0) :
    Tendsto (fun q : ℝ => dynamicalMatrix Φ q / (q : ℂ) ^ 2) (𝓝[≠] 0)
      (𝓝 (soundSpeedSq Φ : ℂ)) := by
  -- termwise limit of the finite sum
  have h : Tendsto (fun q : ℝ => ∑ R ∈ Φ.support,
      Φ R * (-2 * (Real.sin (q * R / 2) / q) ^ 2)) (𝓝[≠] 0)
      (𝓝 (∑ R ∈ Φ.support, Φ R * (-2 * ((R : ℝ) / 2) ^ 2))) :=
    tendsto_finsetSum _ fun R _ =>
      (((tendsto_sin_div (R : ℝ)).pow 2).const_mul (-2)).const_mul (Φ R)
  have e : soundSpeedSq Φ = ∑ R ∈ Φ.support, Φ R * (-2 * ((R : ℝ) / 2) ^ 2) := by
    rw [soundSpeedSq, Finset.mul_sum]
    exact Finset.sum_congr rfl fun R _ => by ring
  have hr : Tendsto (fun q : ℝ => cosineSum Φ q / q ^ 2) (𝓝[≠] 0)
      (𝓝 (soundSpeedSq Φ)) := by
    rw [e]
    refine h.congr fun q => ?_
    rw [cosineSum_eq_sin_sq Φ h0, Finset.mul_sum, Finset.sum_div]
    exact Finset.sum_congr rfl fun R _ => by ring
  refine ((Complex.continuous_ofReal.tendsto _).comp hr).congr fun q => ?_
  rw [dynamicalMatrix_eq_cosineSum Φ hs]
  simp
```

Without the sum rule there is no finite limit. This is a theorem too, and it needs no inversion symmetry. If D(q)/q² → L, then

D(q) = (D(q)/q²) q² → L · 0 = 0.

But D is continuous, so D(q) also tends to D(0) = ∑ Φ(R). Uniqueness of limits makes the sum zero. A chain pinned to a substrate by on-site springs violates the sum rule in this way.

```lean
/-- If `D(q)/q²` has a finite limit as `q` tends to zero, the force constants sum to zero. -/
theorem sum_eq_zero_of_tendsto (Φ : ℤ →₀ ℝ) (L : ℂ)
    (hL : Tendsto (fun q : ℝ => dynamicalMatrix Φ q / (q : ℂ) ^ 2) (𝓝[≠] 0) (𝓝 L)) :
    ∑ R ∈ Φ.support, Φ R = 0 := by
  have hc : Continuous (dynamicalMatrix Φ) := by
    unfold dynamicalMatrix
    fun_prop
  have h1 : Tendsto (dynamicalMatrix Φ) (𝓝[≠] 0) (𝓝 (dynamicalMatrix Φ 0)) :=
    (hc.tendsto 0).mono_left nhdsWithin_le_nhds
  have hq : Tendsto (fun q : ℝ => (q : ℂ) ^ 2) (𝓝[≠] 0) (𝓝 0) := by
    have hq' : Continuous (fun q : ℝ => (q : ℂ) ^ 2) := by fun_prop
    have h2 := (hq'.tendsto 0).mono_left (nhdsWithin_le_nhds (s := {0}ᶜ))
    simpa using h2
  -- D(q) = (D(q)/q²) q² tends to zero
  have h3 : Tendsto (dynamicalMatrix Φ) (𝓝[≠] 0) (𝓝 (L * 0)) := by
    refine (hL.mul hq).congr' ?_
    filter_upwards [self_mem_nhdsWithin] with q hne
    have hne' : (q : ℂ) ≠ 0 := Complex.ofReal_ne_zero.mpr hne
    exact div_mul_cancel₀ _ (pow_ne_zero 2 hne')
  have h4 := tendsto_nhds_unique h1 h3
  have h5 : dynamicalMatrix Φ 0 = ((∑ R ∈ Φ.support, Φ R : ℝ) : ℂ) := by
    simp [dynamicalMatrix]
  rw [h5, mul_zero] at h4
  exact_mod_cast h4
```

## A real frequency at every wave number

The name "squared sound speed" does not make the number nonnegative. For that, the next theorem assumes a real function ω with ω(q) ≥ 0 and ω(q)² = D(q) for all q. Physically, this excludes modes that grow exponentially in time.

By hand, (ω(q)/|q|)² = D(q)/q² is nonnegative, so its limit c² is nonnegative as well. Taking square roots gives ω(q)/|q| → c, with c ≥ 0 the sound speed. The proof takes real parts of the main theorem, applies `ge_of_tendsto'` for the sign, and uses continuity of the square root.

```lean
/-- For inversion-symmetric force constants with zero sum and a nonnegative frequency branch with
`ω² = D`, the squared sound speed is nonnegative and `ω(q)/|q|` tends to its square root as `q`
tends to zero. -/
theorem frequency_div_tendsto (Φ : ℤ →₀ ℝ) (hs : ∀ R, Φ (-R) = Φ R)
    (h0 : ∑ R ∈ Φ.support, Φ R = 0) (ω : ℝ → ℝ) (hpos : ∀ q, 0 ≤ ω q)
    (hω : ∀ q, (ω q : ℂ) ^ 2 = dynamicalMatrix Φ q) :
    0 ≤ soundSpeedSq Φ ∧
      Tendsto (fun q => ω q / |q|) (𝓝[≠] 0) (𝓝 (Real.sqrt (soundSpeedSq Φ))) := by
  have h := (Complex.continuous_re.tendsto _).comp (dynamicalMatrix_div_sq_tendsto Φ hs h0)
  have hr : Tendsto (fun q => (ω q / |q|) ^ 2) (𝓝[≠] 0) (𝓝 (soundSpeedSq Φ)) := by
    rw [Complex.ofReal_re] at h
    refine h.congr fun q => ?_
    have e : dynamicalMatrix Φ q / (q : ℂ) ^ 2 = (((ω q / |q|) ^ 2 : ℝ) : ℂ) := by
      rw [← hω, div_pow, sq_abs]
      push_cast
      rfl
    rw [Function.comp_apply, e, Complex.ofReal_re]
  refine ⟨ge_of_tendsto' hr fun q => sq_nonneg _, ?_⟩
  refine ((Real.continuous_sqrt.tendsto _).comp hr).congr fun q => ?_
  exact Real.sqrt_sq (div_nonneg (hpos q) (abs_nonneg q))
```

Without this hypothesis the limit of D(q)/q² still exists but may be negative, as it is for the spring chain with K < 0.

## The nearest-neighbour chain

The spring chain satisfies the symmetry and the sum rule for every real K:

2K − K − K = 0.

Its dynamical matrix and squared sound speed are

D(q) = 2K − 2K cos q = 4K sin²(q/2),

−(1/2)(−K − K) = K.

For K ≥ 0 it also has the real branch ω(q) = 2√K |sin(q/2)|. In the proof, `key` reduces any weighted sum over the chain to three terms; the weights 1, cos(qR) and R² then give the sum rule, D(q) and the squared sound speed.

```lean
/-- The nearest-neighbour spring chain is inversion symmetric with zero sum, has
`D(q) = 4K sin²(q/2)`, and has squared sound speed `K`. -/
theorem springChain_witness (K : ℝ) :
    (∀ R, springChain K (-R) = springChain K R) ∧
    ∑ R ∈ (springChain K).support, springChain K R = 0 ∧
    (∀ q : ℝ, dynamicalMatrix (springChain K) q
      = ((4 * K * Real.sin (q / 2) ^ 2 : ℝ) : ℂ)) ∧
    soundSpeedSq (springChain K) = K := by
  -- every weighted sum over the chain has three terms
  have key : ∀ g : ℤ → ℝ, ∑ R ∈ (springChain K).support, springChain K R * g R
      = 2 * K * g 0 + -K * g 1 + -K * g (-1) := by
    intro g
    have ha : ∀ f f' : ℤ →₀ ℝ, (f + f').sum (fun R c => c * g R)
        = f.sum (fun R c => c * g R) + f'.sum (fun R c => c * g R) := fun f f' =>
      Finsupp.sum_add_index' (fun _ => zero_mul _) (fun _ _ _ => add_mul _ _ _)
    have hb : ∀ (a : ℤ) (b : ℝ), (Finsupp.single a b).sum (fun R c => c * g R) = b * g a :=
      fun a b => Finsupp.sum_single_index (zero_mul _)
    change (springChain K).sum (fun R c => c * g R) = _
    rw [springChain, ha, ha, hb, hb, hb]
  have hs : ∀ R, springChain K (-R) = springChain K R := by
    intro R
    simp only [springChain, Finsupp.add_apply, Finsupp.single_apply]
    split_ifs <;> first | (exfalso; omega) | ring
  refine ⟨hs, ?_, fun q => ?_, ?_⟩
  · have h := key (fun _ => 1)
    simp only [mul_one] at h
    linarith
  · have h : cosineSum (springChain K) q = 2 * K * Real.cos (q * ((0 : ℤ) : ℝ))
        + -K * Real.cos (q * ((1 : ℤ) : ℝ)) + -K * Real.cos (q * ((-1 : ℤ) : ℝ)) :=
      key (fun R => Real.cos (q * R))
    rw [dynamicalMatrix_eq_cosineSum _ hs, h]
    congr 1
    simp only [Int.cast_zero, Int.cast_one, Int.cast_neg, mul_zero, mul_one, mul_neg,
      Real.cos_neg, Real.cos_zero]
    rw [cos_half_angle q]
    ring
  · have h : ∑ R ∈ (springChain K).support, springChain K R * (R : ℝ) ^ 2
        = 2 * K * ((0 : ℤ) : ℝ) ^ 2 + -K * ((1 : ℤ) : ℝ) ^ 2 + -K * ((-1 : ℤ) : ℝ) ^ 2 :=
      key (fun R => (R : ℝ) ^ 2)
    rw [soundSpeedSq, h]
    push_cast
    ring

end

end LatticeSoundSpeed
```

```lean
#print axioms LatticeSoundSpeed.planeWave_eigen
#print axioms LatticeSoundSpeed.sum_eq_zero_of_tendsto
#print axioms LatticeSoundSpeed.frequency_div_tendsto
```

```
'LatticeSoundSpeed.planeWave_eigen' depends on axioms: [propext, Classical.choice, Quot.sound]
'LatticeSoundSpeed.sum_eq_zero_of_tendsto' depends on axioms: [propext, Classical.choice, Quot.sound]
'LatticeSoundSpeed.frequency_div_tendsto' depends on axioms: [propext, Classical.choice, Quot.sound]
```
